# At a restricted Hartree-Fock stationary point of the Hubbard dimer, with fixed U > 0 and hopping that falls with distance, the exact energy still decreases with bond length

If a bond is optimised in restricted Hartree-Fock and a correlated energy is then computed at that geometry, the molecule is in general not at equilibrium on the correlated energy curve. The Hartree-Fock force is zero, but the correlated force need not be, and without further argument even its direction is unknown. For the Hubbard dimer with a fixed on-site repulsion U > 0 and hopping that falls with distance, the direction can be settled: the remaining force stretches the bond.

## Two electrons on two sites

Let R be the bond length, t(R) the hopping between the sites, U the on-site interaction, taken independent of R, and V(R) the repulsion between the two cores. There are two electrons and one orbital per site.

For t > 0 and U > 0, restricted Hartree-Fock puts both electrons in the bonding orbital. Each contributes −t, and they are on the same site with probability 1/2, so

E_HF(R) = V − 2t + U/2.

The exact singlet ground state mixes the covalent state with the symmetric ionic state. Their energies, without V, are 0 and U, and their coupling is −2t. The eigenvalues E therefore satisfy E² − UE − 4t² = 0, and the lower root gives

E_ex(R) = V + (U − s)/2, where s = √(U² + 16t²).

## The force left at the Hartree-Fock geometry

A prime denotes d/dR. Since s′ = 16tt′/s, the two slopes are

E_HF′ = V′ − 2t′,
E_ex′ = V′ − 8tt′/s.

Where the Hartree-Fock curve is stationary, V′ = 2t′. Inserting this gives

E_ex′ = 2t′ − 8tt′/s = 2t′(1 − 4t/s).

Because U > 0, s² exceeds 16t², so s > 4t and the bracket is positive. With t′ < 0 the slope is strictly negative. At U = 0 with t > 0 the two curves coincide and the slope vanishes, so the conclusion needs at least U ≠ 0.

## From the local slope to the order of the minima

A negative slope at one point does not yet say where the exact minimum lies. For that, compare two geometries R₀ and R with t(R₀) < t(R), and write p and q for the values of s at R₀ and R. Then

q² − p² = 16(t(R) − t(R₀))(t(R) + t(R₀)),

and therefore

4(t(R) − t(R₀)) − (q − p) = 4(t(R) − t(R₀)) · [q + p − 4(t(R) + t(R₀))]/(q + p) > 0.

If E_HF(R₀) ≤ E_HF(R), then V(R₀) − V(R) ≤ −2(t(R) − t(R₀)), and

E_ex(R₀) − E_ex(R) ≤ −2(t(R) − t(R₀)) + (q − p)/2 < 0.

Now let R₀ minimise E_HF and R₁ minimise E_ex over R > 0, with t′ < 0 throughout. If R₁ < R₀, then t(R₀) < t(R₁), and the comparison makes R₀ strictly lower than R₁ in exact energy, which contradicts the choice of R₁. If R₁ = R₀, the exact slope there would be both zero and negative. Hence R₀ < R₁.

## A Morse curve with numbers

Take t = T e^(−aR) and V = kt², with T, a, k > 0. Then t′ = −at, V′ = −2akt², and

E_HF′ = 2at(1 − kt),
E_ex′ = (2at²/s)(4 − ks).

Hartree-Fock is stationary exactly where t = 1/k. The exact curve is stationary exactly where s = 4/k, that is, where t² = 1/k² − U²/16. For kU ≥ 4 the right-hand side is not positive, so the exact curve has no stationary point. The Hartree-Fock curve still has one, at R = ln(kT)/a, which is a positive bond length when kT > 1.

In dimensionless units let k = 1, a = 1, T = 2 and U = 2.4. The Hartree-Fock minimum has t = 1, so R₀ = ln 2 ≈ 0.693. The exact minimum has t² = 1 − 0.36 = 0.64, so t = 0.8 and R₁ = ln 2.5 ≈ 0.916. At R₀, s = √21.76 ≈ 4.665, and the exact slope is −2(1 − 4/4.665) ≈ −0.285.

## The first step of a correlated optimisation

A correlated geometry optimisation can start from the Hartree-Fock geometry and the Hartree-Fock second derivative. In the example E_HF = (t − 1)² + 0.2, whose second derivative at R₀ is 2. The first Newton step is 0.285/2 ≈ 0.14, which moves the bond from 0.693 to about 0.836, towards the exact 0.916. For this two-site model with fixed U > 0 and hopping that falls with distance, the theorem gives the sign of the exact slope before any correlated gradient is computed. When the Hartree-Fock second derivative is positive, as here, the first step therefore lengthens the bond.

## The statement in Lean

`hfCurve V t U` and `exactCurve V t U` are the two energies as functions of R. They are defined by their closed forms; the file contains no Hamiltonian and does not derive them from one.

In `exact_slope_neg_of_hf_stationary`, `V'` and `t'` are real numbers, the slopes of V and t at the single point `R`. The hypothesis `hstat` says that the Hartree-Fock curve has derivative 0 there. The conclusion has two parts: the exact curve has the stated derivative, and that number is negative. The sign of `t R` is not restricted, although the reading of `hfCurve` as the bonding-orbital energy assumes t > 0.

In `hf_bond_shorter_than_exact`, `Ioi 0` is the set of all R > 0, and `IsMinOn` says that no point of that set has lower energy. That both minima are attained is assumed, and the case kU ≥ 4 above shows that this can fail for the exact curve. Neither minimum has to be unique.

```lean
import Mathlib

open Set

namespace HubbardDimerBondLength

noncomputable section

/-- The energy `V - 2t + U/2` of the dimer at bond length `R`, with repulsion `V`, hopping `t` and
on-site interaction `U`. For `t R > 0` and `U > 0` it is the restricted Hartree-Fock energy. -/
def hfCurve (V t : ℝ → ℝ) (U R : ℝ) : ℝ := V R - 2 * t R + U / 2

/-- The exact singlet ground-state energy of the dimer at bond length `R`, in closed form. -/
def exactCurve (V t : ℝ → ℝ) (U R : ℝ) : ℝ :=
  V R + (U - √(U ^ 2 + 16 * t R ^ 2)) / 2

/-- The slope of the Hartree-Fock curve is `V' - 2t'`. -/
theorem hasDerivAt_hfCurve {V t : ℝ → ℝ} {V' t' R : ℝ} (U : ℝ)
    (hV : HasDerivAt V V' R) (ht : HasDerivAt t t' R) :
    HasDerivAt (hfCurve V t U) (V' - 2 * t') R :=
  (hV.fun_sub (ht.const_mul 2)).add_const (U / 2)

/-- For `U > 0` the slope of the exact curve is `V' - 8tt'/√(U² + 16t²)`. -/
theorem hasDerivAt_exactCurve {V t : ℝ → ℝ} {V' t' R U : ℝ} (hU : 0 < U)
    (hV : HasDerivAt V V' R) (ht : HasDerivAt t t' R) :
    HasDerivAt (exactCurve V t U)
      (V' - 8 * t R * t' / √(U ^ 2 + 16 * t R ^ 2)) R := by
  have hg : HasDerivAt (fun x => U ^ 2 + 16 * t x ^ 2) (16 * (2 * t R * t')) R :=
    (((ht.fun_pow 2).const_mul 16).const_add (U ^ 2)).congr_deriv (by norm_num)
  have hne : U ^ 2 + 16 * t R ^ 2 ≠ 0 := by positivity
  have hs : HasDerivAt (fun x => √(U ^ 2 + 16 * t x ^ 2))
      (16 * (2 * t R * t') / (2 * √(U ^ 2 + 16 * t R ^ 2))) R := hg.sqrt hne
  have h := hV.fun_add ((hs.const_sub U).div_const 2)
  exact h.congr_deriv (by ring)

/-- For `U > 0` the quantity `4t` lies strictly below `√(U² + 16t²)`. -/
theorem four_mul_lt_sqrt {U : ℝ} (hU : 0 < U) (x : ℝ) :
    4 * x < √(U ^ 2 + 16 * x ^ 2) :=
  Real.lt_sqrt_of_sq_lt (by nlinarith [pow_pos hU 2])

/-- Let `U > 0`, and let `V` and `t` be differentiable at `R`, with slope `t' < 0` for the hopping.
If the Hartree-Fock curve is stationary at `R`, the exact curve has there the strictly negative
slope `2t'(1 - 4t/√(U² + 16t²))`. -/
theorem exact_slope_neg_of_hf_stationary {V t : ℝ → ℝ} {V' t' R U : ℝ} (hU : 0 < U)
    (hV : HasDerivAt V V' R) (ht : HasDerivAt t t' R) (ht' : t' < 0)
    (hstat : HasDerivAt (hfCurve V t U) 0 R) :
    HasDerivAt (exactCurve V t U)
        (2 * t' * (1 - 4 * t R / √(U ^ 2 + 16 * t R ^ 2))) R ∧
      2 * t' * (1 - 4 * t R / √(U ^ 2 + 16 * t R ^ 2)) < 0 := by
  -- Hartree-Fock force balance: V' = 2t'
  have hbal : V' - 2 * t' = 0 := (hasDerivAt_hfCurve U hV ht).unique hstat
  refine ⟨(hasDerivAt_exactCurve hU hV ht).congr_deriv ?_, ?_⟩
  · linear_combination hbal
  · have hs : 0 < √(U ^ 2 + 16 * t R ^ 2) := Real.sqrt_pos.2 (by positivity)
    have h1 := (div_lt_one hs).2 (four_mul_lt_sqrt hU (t R))
    exact mul_neg_of_neg_of_pos (by linarith) (by linarith)

/-- Let `U > 0`. If the geometry with the smaller hopping is no higher in Hartree-Fock energy,
then it is strictly lower in exact energy. -/
theorem exact_lt_of_hf_le {V t : ℝ → ℝ} {U R₀ R : ℝ} (hU : 0 < U)
    (hhop : t R₀ < t R) (hle : hfCurve V t U R₀ ≤ hfCurve V t U R) :
    exactCurve V t U R₀ < exactCurve V t U R := by
  unfold hfCurve at hle
  unfold exactCurve
  have hx := four_mul_lt_sqrt hU (t R₀)
  have hy := four_mul_lt_sqrt hU (t R)
  have hx2 := Real.sq_sqrt (show 0 ≤ U ^ 2 + 16 * t R₀ ^ 2 by positivity)
  have hy2 := Real.sq_sqrt (show 0 ≤ U ^ 2 + 16 * t R ^ 2 by positivity)
  have hx0 := Real.sqrt_nonneg (U ^ 2 + 16 * t R₀ ^ 2)
  have hy0 := Real.sqrt_nonneg (U ^ 2 + 16 * t R ^ 2)
  generalize √(U ^ 2 + 16 * t R₀ ^ 2) = p at *
  generalize √(U ^ 2 + 16 * t R ^ 2) = q at *
  -- the square root grows more slowly than 4t
  have key : q - p < 4 * (t R - t R₀) := by
    by_contra hcon
    have h1 := mul_le_mul_of_nonneg_right (not_lt.1 hcon) (add_nonneg hy0 hx0)
    have h2 : 0 < (t R - t R₀) * (q + p - 4 * (t R + t R₀)) :=
      mul_pos (by linarith) (by linarith)
    nlinarith
  linarith

/-- Let `U > 0`, let `V` and `t` be differentiable and let `t` have negative slope at all `R > 0`.
If the Hartree-Fock and exact curves attain their minima over `R > 0` at `R₀` and `R₁`, then the
exact bond length is strictly greater: `R₀ < R₁`. -/
theorem hf_bond_shorter_than_exact {V t : ℝ → ℝ} {U R₀ R₁ : ℝ} (hU : 0 < U)
    (hV : ∀ R, 0 < R → DifferentiableAt ℝ V R)
    (ht : ∀ R, 0 < R → DifferentiableAt ℝ t R)
    (ht' : ∀ R, 0 < R → deriv t R < 0)
    (h₀ : 0 < R₀) (h₁ : 0 < R₁)
    (hmin₀ : IsMinOn (hfCurve V t U) (Ioi 0) R₀)
    (hmin₁ : IsMinOn (exactCurve V t U) (Ioi 0) R₁) : R₀ < R₁ := by
  have hanti : StrictAntiOn t (Ioi 0) := by
    refine strictAntiOn_of_deriv_neg (convex_Ioi 0)
      (fun R hR => (ht R hR).continuousAt.continuousWithinAt) ?_
    intro R hR
    rw [interior_Ioi] at hR
    exact ht' R hR
  rcases lt_trichotomy R₀ R₁ with h | h | h
  · exact h
  · -- a common minimum would need zero exact slope at the Hartree-Fock minimum
    subst h
    have hVd := (hV R₀ h₀).hasDerivAt
    have htd := (ht R₀ h₀).hasDerivAt
    have hd := hasDerivAt_hfCurve U hVd htd
    have hz := (hmin₀.isLocalMin (Ioi_mem_nhds h₀)).hasDerivAt_eq_zero hd
    obtain ⟨he, hneg⟩ :=
      exact_slope_neg_of_hf_stationary hU hVd htd (ht' R₀ h₀) (hd.congr_deriv hz)
    have hz' := (hmin₁.isLocalMin (Ioi_mem_nhds h₀)).hasDerivAt_eq_zero he
    exact absurd hz' hneg.ne
  · -- a shorter exact bond would have higher exact energy than R₀
    have hlt := exact_lt_of_hf_le hU (hanti h₁ h₀ h) (isMinOn_iff.1 hmin₀ R₁ h₁)
    exact absurd (isMinOn_iff.1 hmin₁ R₀ h₀) (not_le_of_gt hlt)

/-- The exponential hopping `T exp(-aR)`, which decays with bond length when `T, a > 0`. -/
def hopping (T a R : ℝ) : ℝ := T * Real.exp (-a * R)

/-- Repulsion proportional to the square of the exponential hopping. -/
def repulsion (k T a R : ℝ) : ℝ := k * hopping T a R ^ 2

/-- The exponential hopping has slope `-a` times itself. -/
theorem hasDerivAt_hopping (T a R : ℝ) :
    HasDerivAt (hopping T a) (-a * hopping T a R) R := by
  have h1 : HasDerivAt (fun x : ℝ => -a * x) (-a) R :=
    ((hasDerivAt_id' R).const_mul (-a)).congr_deriv (mul_one _)
  have h2 : HasDerivAt (fun x : ℝ => T * Real.exp (-a * x))
      (T * (Real.exp (-a * R) * (-a))) R := h1.exp.const_mul T
  exact h2.congr_deriv (by unfold hopping; ring)

/-- The repulsion `k t²` with exponential hopping has slope `-2akt²`. -/
theorem hasDerivAt_repulsion (k T a R : ℝ) :
    HasDerivAt (repulsion k T a) (-2 * a * k * hopping T a R ^ 2) R := by
  have h := ((hasDerivAt_hopping T a R).fun_pow 2).const_mul k
  exact h.congr_deriv (by norm_num; ring)

/-- For exponential hopping and repulsion `k t²`, with `T, a, k > 0`, the Hartree-Fock curve is
stationary exactly where `t = 1/k`. -/
theorem hf_stationary_iff {k T a : ℝ} (U R : ℝ) (hk : 0 < k) (hT : 0 < T) (ha : 0 < a) :
    HasDerivAt (hfCurve (repulsion k T a) (hopping T a) U) 0 R ↔ hopping T a R = 1 / k := by
  have hx : 0 < hopping T a R := mul_pos hT (Real.exp_pos _)
  have hd := hasDerivAt_hfCurve U (hasDerivAt_repulsion k T a R) (hasDerivAt_hopping T a R)
  have key : -2 * a * k * hopping T a R ^ 2 - 2 * (-a * hopping T a R)
      = 2 * a * hopping T a R * (1 - hopping T a R * k) := by ring
  rw [key] at hd
  rw [eq_div_iff hk.ne']
  constructor
  · intro h
    have hp : 2 * a * hopping T a R ≠ 0 := by positivity
    have := (mul_eq_zero.1 (hd.unique h)).resolve_left hp
    linarith
  · intro h
    exact hd.congr_deriv (by rw [h, sub_self, mul_zero])

/-- For exponential hopping and repulsion `k t²`, with `U, T, a, k > 0`, the exact curve is
stationary exactly where `t² = 1/k² - U²/16`. -/
theorem exact_stationary_iff {k T a U : ℝ} (R : ℝ) (hU : 0 < U) (hk : 0 < k) (hT : 0 < T)
    (ha : 0 < a) :
    HasDerivAt (exactCurve (repulsion k T a) (hopping T a) U) 0 R ↔
      hopping T a R ^ 2 = 1 / k ^ 2 - U ^ 2 / 16 := by
  have hx : 0 < hopping T a R := mul_pos hT (Real.exp_pos _)
  have hd := hasDerivAt_exactCurve hU (hasDerivAt_repulsion k T a R) (hasDerivAt_hopping T a R)
  have hs : 0 < √(U ^ 2 + 16 * hopping T a R ^ 2) := Real.sqrt_pos.2 (by positivity)
  have hs2 := Real.sq_sqrt (show 0 ≤ U ^ 2 + 16 * hopping T a R ^ 2 by positivity)
  have key : -2 * a * k * hopping T a R ^ 2
      - 8 * hopping T a R * (-a * hopping T a R) / √(U ^ 2 + 16 * hopping T a R ^ 2)
      = 2 * a * hopping T a R ^ 2 / √(U ^ 2 + 16 * hopping T a R ^ 2)
        * (4 - k * √(U ^ 2 + 16 * hopping T a R ^ 2)) := by
    generalize √(U ^ 2 + 16 * hopping T a R ^ 2) = s at hs
    have hi : s / s = 1 := div_self hs.ne'
    linear_combination (2 * a * k * hopping T a R ^ 2) * hi
  rw [key] at hd
  constructor
  · intro h
    have hp : 2 * a * hopping T a R ^ 2 / √(U ^ 2 + 16 * hopping T a R ^ 2) ≠ 0 := by
      positivity
    have h4 := (mul_eq_zero.1 (hd.unique h)).resolve_left hp
    have h5 : U ^ 2 + 16 * hopping T a R ^ 2 = 16 / k ^ 2 := by
      rw [eq_div_iff (by positivity)]
      linear_combination
        -(k * √(U ^ 2 + 16 * hopping T a R ^ 2) + 4) * h4 - k ^ 2 * hs2
    linear_combination h5 / 16
  · intro h
    have h5 : U ^ 2 + 16 * hopping T a R ^ 2 = (4 / k) ^ 2 := by
      linear_combination 16 * h
    have h6 : k * √(U ^ 2 + 16 * hopping T a R ^ 2) = 4 := by
      rw [h5, Real.sqrt_sq (by positivity)]
      field_simp
    exact hd.congr_deriv (by rw [h6, sub_self, mul_zero])

end

end HubbardDimerBondLength
```

```lean
#print axioms HubbardDimerBondLength.hf_bond_shorter_than_exact
#print axioms HubbardDimerBondLength.hf_stationary_iff
#print axioms HubbardDimerBondLength.exact_stationary_iff
```

```
'HubbardDimerBondLength.hf_bond_shorter_than_exact' depends on axioms: [propext, Classical.choice, Quot.sound]
'HubbardDimerBondLength.hf_stationary_iff' depends on axioms: [propext, Classical.choice, Quot.sound]
'HubbardDimerBondLength.exact_stationary_iff' depends on axioms: [propext, Classical.choice, Quot.sound]
```

## From slopes to bond lengths in the code

`hasDerivAt_hfCurve` and `hasDerivAt_exactCurve` are the two differentiations. The second needs U² + 16t² to be nonzero before the square root can be differentiated, and U > 0 supplies this. `four_mul_lt_sqrt` is the inequality 4t < s, obtained by comparing squares.

In `exact_slope_neg_of_hf_stationary`, the Hartree-Fock curve has derivative `V' - 2 * t'` by the first lemma and 0 by hypothesis. Uniqueness of the derivative gives the force balance `hbal`. The step `linear_combination hbal` then turns the general exact slope into 2t′(1 − 4t/s), and the sign follows because 4t/s < 1.

`exact_lt_of_hf_le` is the comparison of two geometries. It uses no derivatives. Its inner claim `key` is q − p < 4(t(R) − t(R₀)). Where the derivation above divides by q + p, the code assumes the opposite inequality, multiplies it by q + p, and reaches a contradiction with the formula for q² − p².

`hf_bond_shorter_than_exact` first deduces from the negative derivative that t is strictly decreasing on R > 0. It then splits into the three possible orders of R₀ and R₁. The equal case is refuted by the local slope theorem and the case R₁ < R₀ by the comparison.

The remaining declarations treat the Morse example. `hasDerivAt_hopping` and `hasDerivAt_repulsion` give t′ and V′. In `hf_stationary_iff` and `exact_stationary_iff`, the equation `key` factorises the slope as above. The prefactor is nonzero, so stationarity means that the other factor vanishes: kt = 1 in the first case and ks = 4 in the second. Squaring the latter gives the condition on t², and the converse takes the positive root.
